# Eigenvalue exchange between neighbouring Jucys-Murphy operators

Let linear maps $s, X, Y$ on a vector space satisfy $s^2=1$ and $sY=Xs+1$, and let $v\neq0$ satisfy $Xv=av$ and $Yv=bv$ with $a\neq b$. Then $w=sv-v/(b-a)$ satisfies $Xw=bw$ and $Yw=aw$, and it can vanish only if $(b-a)^2=1$.

In Lean 4 with Mathlib:

```lean
import Mathlib

open Matrix

namespace JucysMurphyExchange

noncomputable section

section Algebra

variable {K V : Type*} [Field K] [AddCommGroup V] [Module K V]

/-- The Jucys-Murphy operator of particle `k`: the sum of the transpositions of `k` with all
earlier particles, in a representation `ρ` of the permutations of `n` particles. -/
def jucysMurphy {n : ℕ} (ρ : Equiv.Perm (Fin n) →* Module.End K V) (k : Fin n) :
    Module.End K V :=
  ∑ i ∈ Finset.Iio k, ρ (Equiv.swap i k)

/-- The partner vector `s v - v / (b - a)` of a vector `v`, for given numbers `a` and `b`. -/
def partner (s : Module.End K V) (a b : K) (v : V) : V :=
  s v - (b - a)⁻¹ • v

/-- The Jucys-Murphy operators of neighbouring particles `k` and `l = k + 1` are related
through the transposition `s` of the two by `s J_l = J_k s + 1`. -/
theorem jucysMurphy_exchange {n : ℕ} (ρ : Equiv.Perm (Fin n) →* Module.End K V)
    (k l : Fin n) (hkl : (l : ℕ) = k + 1) :
    ρ (Equiv.swap k l) * jucysMurphy ρ l = jucysMurphy ρ k * ρ (Equiv.swap k l) + 1 := by
  have hI : Finset.Iio l = insert k (Finset.Iio k) := by
    ext i
    simp only [Finset.mem_Iio, Finset.mem_insert, Fin.lt_def, Fin.ext_iff]
    omega
  unfold jucysMurphy
  -- the transposition of `k` and `l` itself contributes the identity
  rw [hI, Finset.sum_insert (by simp), mul_add, ← map_mul ρ, Equiv.swap_mul_self, map_one,
    add_comm (1 : Module.End K V), Finset.mul_sum, Finset.sum_mul]
  congr 1
  refine Finset.sum_congr rfl fun i hi => ?_
  have hik : i < k := Finset.mem_Iio.mp hi
  have h1 : i ≠ k := ne_of_lt hik
  have h2 : i ≠ l := by
    intro h
    rw [Fin.lt_def] at hik
    rw [Fin.ext_iff] at h
    omega
  -- the others are conjugated into transpositions with `k`
  have hp : Equiv.swap k l * Equiv.swap i l = Equiv.swap i k * Equiv.swap k l := by
    rw [Equiv.mul_swap_eq_swap_mul, Equiv.swap_apply_right,
      Equiv.swap_apply_of_ne_of_ne h1 h2]
  rw [← map_mul ρ, ← map_mul ρ, hp]

/-- Action of `X` and `Y` on the exchanged vector `s v`: each gives a multiple of `s v`
and an additional term `∓ v`. -/
theorem action_on_exchanged {s X Y : Module.End K V} (hs : s * s = 1)
    (h : s * Y = X * s + 1) {v : V} {a b : K} (hX : X v = a • v) (hY : Y v = b • v) :
    X (s v) = b • s v - v ∧ Y (s v) = a • s v + v := by
  have hss : ∀ u, s (s u) = u := fun u => LinearMap.congr_fun hs u
  constructor
  · have h1 : s (Y v) = X (s v) + v := LinearMap.congr_fun h v
    rw [hY, map_smul] at h1
    exact eq_sub_of_add_eq h1.symm
  · have h1 : s (Y (s v)) = X (s (s v)) + s v := LinearMap.congr_fun h (s v)
    rw [hss v, hX] at h1
    calc Y (s v) = s (s (Y (s v))) := (hss _).symm
      _ = a • s v + v := by rw [h1, map_add, map_smul, hss]

/-- The partner of a joint eigenvector of `X` and `Y` satisfies the eigenvalue equations with
the two eigenvalues exchanged, and it can vanish only if they differ by `1` or `-1`. -/
theorem partner_exchanges_eigenvalues {s X Y : Module.End K V} (hs : s * s = 1)
    (h : s * Y = X * s + 1) {v : V} (hv : v ≠ 0) {a b : K} (hab : a ≠ b)
    (hX : X v = a • v) (hY : Y v = b • v) :
    X (partner s a b v) = b • partner s a b v ∧
      Y (partner s a b v) = a • partner s a b v ∧
      (partner s a b v = 0 → (b - a) ^ 2 = 1) := by
  obtain ⟨hXs, hYs⟩ := action_on_exchanged hs h hX hY
  have hc : (b - a)⁻¹ * (b - a) = 1 := inv_mul_cancel₀ (sub_ne_zero.mpr hab.symm)
  unfold partner
  generalize (b - a)⁻¹ = c at hc ⊢
  have hcv : (c * (b - a)) • v = v := by rw [hc, one_smul]
  refine ⟨?_, ?_, fun hw => ?_⟩
  · rw [map_sub, map_smul, hXs, hX]
    linear_combination (norm := module) hcv
  · rw [map_sub, map_smul, hYs, hY]
    linear_combination (norm := module) (-1 : K) • hcv
  · -- a vanishing partner makes `v` an eigenvector of the involution `s`
    have h1 : s v = c • v := sub_eq_zero.mp hw
    have h2 : s (s v) = v := LinearMap.congr_fun hs v
    rw [h1, map_smul, h1] at h2
    have h3 : (c * c - 1) • v = 0 := by
      rw [sub_smul, mul_smul, one_smul, h2, sub_self]
    have h4 : c * c - 1 = 0 := (smul_eq_zero.mp h3).resolve_right hv
    linear_combination (-(b - a) ^ 2) * h4 + (c * (b - a) + 1) * hc

/-- The involution `s` maps the partner `w` to a combination of `v` and `w`, with coefficients
fixed by the difference `b - a`. -/
theorem involution_on_partner {s : Module.End K V} (hs : s * s = 1) (v : V) {a b : K}
    (hab : a ≠ b) :
    (b - a) ^ 2 • s (partner s a b v) =
      ((b - a) ^ 2 - 1) • v - (b - a) • partner s a b v := by
  have hss : s (s v) = v := LinearMap.congr_fun hs v
  have hc : (b - a)⁻¹ * (b - a) = 1 := inv_mul_cancel₀ (sub_ne_zero.mpr hab.symm)
  unfold partner
  generalize (b - a)⁻¹ = c at hc ⊢
  have h1 : (c * (b - a)) • v = v := by rw [hc, one_smul]
  have h2 : (c * (b - a)) • s v = s v := by rw [hc, one_smul]
  rw [map_sub, map_smul, hss]
  linear_combination (norm := module) (-(b - a)) • h2 - h1

end Algebra

section Hermitian

variable {E : Type*} [NormedAddCommGroup E] [InnerProductSpace ℂ E]

/-- For symmetric `s` and `X` on a complex inner product space the two eigenvalues of `v` are
distinct, and the norm of the partner is fixed by their difference and the norm of `v`. -/
theorem partner_norm {s X Y : Module.End ℂ E} (hs : s * s = 1) (h : s * Y = X * s + 1)
    (hsS : LinearMap.IsSymmetric s) (hXS : LinearMap.IsSymmetric X)
    {v : E} (hv : v ≠ 0) {a b : ℝ} (hX : X v = (a : ℂ) • v) (hY : Y v = (b : ℂ) • v) :
    a ≠ b ∧ (b - a) ^ 2 * ‖partner s (a : ℂ) b v‖ ^ 2 = ((b - a) ^ 2 - 1) * ‖v‖ ^ 2 := by
  have hab : a ≠ b := by
    intro hab
    have h1 := hXS v (s v)
    rw [hX, (action_on_exchanged hs h hX hY).1, inner_smul_left, inner_sub_right,
      inner_smul_right, Complex.conj_ofReal, hab] at h1
    have h0 : inner ℂ v v = 0 := by linear_combination h1
    exact hv (inner_self_eq_zero.mp h0)
  refine ⟨hab, ?_⟩
  have habC : (a : ℂ) ≠ b := fun h' => hab (Complex.ofReal_injective h')
  have hXw := (partner_exchanges_eigenvalues hs h hv habC hX hY).1
  have hsum : s v = ((b : ℂ) - a)⁻¹ • v + partner s (a : ℂ) b v := by
    unfold partner
    abel
  generalize partner s (a : ℂ) b v = w at hXw hsum ⊢
  -- eigenvectors of `X` with different eigenvalues are orthogonal
  have horth : inner ℂ v w = 0 := by
    have h1 := hXS v w
    rw [hX, hXw, inner_smul_left, inner_smul_right, Complex.conj_ofReal] at h1
    have h2 : ((a : ℂ) - b) * inner ℂ v w = 0 := by linear_combination h1
    exact (mul_eq_zero.mp h2).resolve_left (sub_ne_zero.mpr habC)
  -- the involution preserves the norm
  have hn : ‖s v‖ ^ 2 = ‖v‖ ^ 2 := by
    have h1 := hsS v (s v)
    have h2 : s (s v) = v := LinearMap.congr_fun hs v
    rw [h2] at h1
    rw [← inner_self_eq_norm_sq (𝕜 := ℂ) (s v), ← inner_self_eq_norm_sq (𝕜 := ℂ) v, h1]
  have hcn : ‖((b : ℂ) - a)⁻¹‖ ^ 2 = ((b - a) ^ 2)⁻¹ := by
    rw [← Complex.ofReal_sub, ← Complex.ofReal_inv, Complex.norm_real, Real.norm_eq_abs,
      sq_abs, inv_pow]
  rw [hsum, norm_add_sq (𝕜 := ℂ), inner_smul_left, horth, mul_zero, map_zero, mul_zero,
    add_zero, norm_smul, mul_pow, hcn] at hn
  have hd : (b - a) ^ 2 * ((b - a) ^ 2)⁻¹ = 1 :=
    mul_inv_cancel₀ (pow_ne_zero 2 (sub_ne_zero.mpr hab.symm))
  generalize ((b - a) ^ 2)⁻¹ = q at hn hd
  linear_combination (b - a) ^ 2 * hn - ‖v‖ ^ 2 * hd

/-- For symmetric `s` and `X` the eigenvalues of `v` differ by at least one in magnitude, and
the partner vanishes exactly when the difference is `1` or `-1`. -/
theorem partner_eq_zero_iff {s X Y : Module.End ℂ E} (hs : s * s = 1)
    (h : s * Y = X * s + 1) (hsS : LinearMap.IsSymmetric s) (hXS : LinearMap.IsSymmetric X)
    {v : E} (hv : v ≠ 0) {a b : ℝ} (hX : X v = (a : ℂ) • v) (hY : Y v = (b : ℂ) • v) :
    1 ≤ (b - a) ^ 2 ∧ (partner s (a : ℂ) b v = 0 ↔ (b - a) ^ 2 = 1) := by
  obtain ⟨hab, hn⟩ := partner_norm hs h hsS hXS hv hX hY
  have hv2 : 0 < ‖v‖ ^ 2 := pow_pos (norm_pos_iff.mpr hv) 2
  have hd : (b - a) ^ 2 ≠ 0 := pow_ne_zero 2 (sub_ne_zero.mpr hab.symm)
  refine ⟨?_, fun hw => ?_, fun h1 => ?_⟩
  · have h0 : 0 ≤ ((b - a) ^ 2 - 1) * ‖v‖ ^ 2 := by
      rw [← hn]
      positivity
    linarith [nonneg_of_mul_nonneg_left h0 hv2]
  · rw [hw, norm_zero, zero_pow two_ne_zero, mul_zero] at hn
    exact sub_eq_zero.mp ((mul_eq_zero.mp hn.symm).resolve_right hv2.ne')
  · rw [h1, sub_self, zero_mul, one_mul] at hn
    exact norm_eq_zero.mp (pow_eq_zero_iff two_ne_zero |>.mp hn)

end Hermitian

/-- A reflection of the plane, as a matrix. -/
def sMat : Matrix (Fin 2) (Fin 2) ℂ := !![3 / 5, 4 / 5; 4 / 5, -3 / 5]

/-- A diagonal matrix with entries `0` and `5/3`. -/
def xMat : Matrix (Fin 2) (Fin 2) ℂ := !![0, 0; 0, 5 / 3]

/-- The diagonal matrix with the entries of `xMat` exchanged. -/
def yMat : Matrix (Fin 2) (Fin 2) ℂ := !![5 / 3, 0; 0, 0]

/-- The matrices `sMat`, `xMat`, `yMat` satisfy the exchange relations, the first two are
Hermitian, and the first basis vector is a joint eigenvector with eigenvalues `0` and `5/3`. -/
theorem exchange_witness :
    sMat * sMat = 1 ∧ sMat * yMat = xMat * sMat + 1 ∧ sMat.IsHermitian ∧ xMat.IsHermitian ∧
      xMat *ᵥ ![1, 0] = (0 : ℂ) • ![1, 0] ∧ yMat *ᵥ ![1, 0] = (5 / 3 : ℂ) • ![1, 0] := by
  refine ⟨?_, ?_, ?_, ?_, ?_, ?_⟩
  · ext i j
    fin_cases i <;> fin_cases j <;>
      norm_num [sMat, Matrix.mul_apply, Fin.sum_univ_succ]
  · ext i j
    fin_cases i <;> fin_cases j <;>
      norm_num [sMat, xMat, yMat, Matrix.mul_apply, Fin.sum_univ_succ]
  · ext i j
    fin_cases i <;> fin_cases j <;> simp [sMat, Matrix.conjTranspose_apply]
  · ext i j
    fin_cases i <;> fin_cases j <;> simp [xMat, Matrix.conjTranspose_apply]
  · ext i
    fin_cases i <;> simp [xMat, Matrix.mulVec, dotProduct, Fin.sum_univ_succ]
  · ext i
    fin_cases i <;> simp [yMat, Matrix.mulVec, dotProduct, Fin.sum_univ_succ]

end

end JucysMurphyExchange
```

```lean
#print axioms JucysMurphyExchange.jucysMurphy_exchange
#print axioms JucysMurphyExchange.involution_on_partner
#print axioms JucysMurphyExchange.partner_eq_zero_iff
```

```
'JucysMurphyExchange.jucysMurphy_exchange' depends on axioms: [propext, Classical.choice, Quot.sound]
'JucysMurphyExchange.involution_on_partner' depends on axioms: [propext, Classical.choice, Quot.sound]
'JucysMurphyExchange.partner_eq_zero_iff' depends on axioms: [propext, Classical.choice, Quot.sound]
```

## Permuted particles and their operators

The maps are elements of `Module.End K V`, the linear maps of a vector space $V$ over a field $K$ into itself. Their product is composition, and $V$ may have any dimension. The vector $w$ is `partner s a b v`.

The physical source of the relations is a system of $n$ particles, numbered from $0$ to $n-1$ by `Fin n`. A representation `ρ` turns each permutation of the particles into a linear map. The Jucys-Murphy operator of particle $k$ is the sum of the represented transpositions of $k$ with all earlier particles,

$$J_k=\sum_{i<k}\rho\big((i\,k)\big),$$

so $J_0=0$. For neighbours $k$ and $l=k+1$, the maps in the opening statement are $X=J_k$, $Y=J_l$ and $s=\rho((k\,l))$. The theorem `jucysMurphy_exchange` derives $sY=Xs+1$ for them, and $s^2=1$ holds because a transposition is its own inverse.

The general theorems that follow use only the abstract relations. Where they need a joint eigenvector $v$, it is assumed to be given; they neither construct one nor label it by a Young tableau.

In electronic structure, joint eigenvectors of all the Jucys-Murphy operators of $n$ spin-½ particles, acting on the spin states with a fixed number of spins down, serve as spin eigenfunctions adapted to permutations. The result gives the action of a neighbouring transposition on the span of $v$ and $w$, a statement about permutation symmetry alone, with no Hamiltonian involved.

## Where the additional identity comes from

Split off the term $i=k$ from $J_l$:

$$J_l=s+\sum_{i<k}\rho\big((i\,l)\big).$$

Multiplying from the left by $s$ turns the first term into $s^2=1$. For $i<k$, the transpositions obey $(k\,l)(i\,l)=(i\,k)(k\,l)$, so the remaining sum becomes $J_k s$. Hence $sJ_l=J_ks+1$.

The proof follows this split. The statement `hI` says that the particles before $l$ are $k$ and the particles before $k$, and `Finset.sum_insert` separates the term of $k$. The identity `hp` then matches the two remaining sums term by term. For two particles, $J_0=0$ and $J_1=s$, and the relation reduces to $s^2=1$.

## Cancelling the inhomogeneous terms

Apply $sY=Xs+1$ to $v$. Since $Yv=bv$, this gives $b\,sv=X(sv)+v$, or

$$X(sv)=b\,sv-v.$$

Apply the same relation to $sv$. Since $s^2v=v$ and $Xv=av$, this gives $sY(sv)=av+sv$. A further application of $s$ yields

$$Y(sv)=a\,sv+v.$$

These two equations are `action_on_exchanged`. The vector $sv$ almost has the exchanged eigenvalues, apart from the terms $\mp v$. Put $c=1/(b-a)$, so that $w=sv-cv$. Then

$$Xw-bw=(b\,sv-v-ca\,v)-(b\,sv-cb\,v)=\big(c(b-a)-1\big)v=0,$$

$$Yw-aw=(a\,sv+v-cb\,v)-(a\,sv-ca\,v)=\big(1-c(b-a)\big)v=0.$$

If $w=0$, then $sv=cv$. Applying $s$ again gives $v=c^2v$, and because $v\neq0$ this means $c^2=1$, hence $(b-a)^2=1$.

In `partner_exchanges_eigenvalues`, the command `generalize` replaces the inverse by a symbol `c` and keeps only the equation `hc`, which says $c(b-a)=1$. Each eigenvalue equation is then closed by `linear_combination (norm := module)`, which performs the subtraction above and uses `hcv`, the statement $c(b-a)v=v$. Over a general field the theorem states only this one direction: a vanishing $w$ forces $(b-a)^2=1$.

The action of $s$ on $w$ follows from $s^2=1$ and $sv=cv+w$:

$$sw=v-c\,sv=(1-c^2)v-cw.$$

Multiplied by $(b-a)^2$, this is `involution_on_partner`, written without division. Together with $sv=cv+w$ it gives the two rows of Young's seminormal form for this pair of vectors. This theorem needs no eigenvalue equation, only $s^2=1$ and $a\neq b$.

## The norm decides when the partner vanishes

Now let $V$ be a complex inner product space, called `E` in the code, and let $s$ and $X$ be symmetric, meaning $\langle Tu,u'\rangle=\langle u,Tu'\rangle$ for all vectors $u,u'$. This is the situation for a unitary representation, in which every represented transposition is symmetric. The eigenvalues are taken as real numbers. This loses nothing, since $Y=sXs+s$ is then symmetric as well.

The condition $a\neq b$ is now a conclusion. Symmetry of $X$ gives $\langle Xv,sv\rangle=\langle v,X(sv)\rangle$, or

$$a\langle v,sv\rangle=b\langle v,sv\rangle-\|v\|^2.$$

If $a=b$, this would imply $v=0$. With $a\neq b$ established, the equations $Xv=av$ and $Xw=bw$ and the symmetry of $X$ give $\langle v,w\rangle=0$, whether or not $w$ vanishes. Moreover, $\|sv\|^2=\langle v,s^2v\rangle=\|v\|^2$. Taking the squared norm of $sv=cv+w$ gives

$$\|v\|^2=c^2\|v\|^2+\|w\|^2,$$

and multiplication by $(b-a)^2$ gives the equation in `partner_norm`:

$$(b-a)^2\|w\|^2=\big((b-a)^2-1\big)\|v\|^2.$$

In the code, `horth` is the orthogonality, `hn` is the conservation of the norm, and `norm_add_sq` expands the squared norm of the sum.

The theorem `partner_eq_zero_iff` reads off the consequences. The left side is not negative and $\|v\|^2>0$, so $(b-a)^2\geq1$. If $w=0$, the right side vanishes and $(b-a)^2=1$. Conversely, if $(b-a)^2=1$, the equation becomes $\|w\|^2=0$.

The vector $w$ is not normalised. For $\|v\|=1$ its norm is $\sqrt{1-c^2}$. If this is not zero, the unit vector $\hat w=w/\|w\|$ satisfies

$$sv=c\,v+\sqrt{1-c^2}\,\hat w,\qquad s\hat w=\sqrt{1-c^2}\,v-c\,\hat w.$$

## Three spins, and a pair of matrices

Take three spin-½ particles, numbered $0,1,2$, with one spin down. Write a state as the three amplitudes for finding the down spin on each particle. Let $k=1$ and $l=2$, so that $X=(0\,1)$, $Y=(0\,2)+(1\,2)$ and $s=(1\,2)$, each permuting the amplitudes.

The vector $v=(1,1,-2)$ is a doublet in which particles $0$ and $1$ form a triplet. It satisfies $Xv=v$ and

$$Yv=(-2,1,1)+(1,-2,1)=(-1,-1,2)=-v.$$

Thus $a=1$, $b=-1$ and $b-a=-2$. The partner is

$$w=(1,-2,1)+\tfrac12(1,1,-2)=\left(\tfrac32,-\tfrac32,0\right),$$

the doublet in which particles $0$ and $1$ form a singlet. Exchanging its first two amplitudes gives $Xw=-w$, and

$$Yw=\left(0,-\tfrac32,\tfrac32\right)+\left(\tfrac32,0,-\tfrac32\right)=w.$$

The eigenvalues have changed places. The norms agree as well: $4\cdot\tfrac92=18=3\cdot6$. For the normalised vectors $v/\sqrt6$ and $\hat w=(1,-1,0)/\sqrt2$, the coefficients in $s$ are $c=-\tfrac12$ and $\sqrt{1-c^2}=\tfrac{\sqrt3}{2}$.

The file has its own example in `exchange_witness`, with matrices chosen for the abstract relations and not taken from a permutation representation. There `sMat` is a reflection of the plane, and `xMat` and `yMat` are diagonal with the entries $0$ and $5/3$ in opposite order. The theorem confirms both relations, the Hermiticity of `sMat` and `xMat`, and the eigenvalues $a=0$ and $b=5/3$ of the first basis vector. The partner of that vector is $(3/5,4/5)-\tfrac35(1,0)=(0,4/5)$, which is not zero.
